# For Hermitian N and H, the double-bracket flow dH/ds = [[N,H],H] conserves every tr(Hᵏ) and never decreases tr(NH)

A Hamiltonian matrix $H$ can be brought towards a simpler form by a continuous sequence of small unitary rotations. If the rotation obeys $dU/ds=\eta U$ with $\eta^\dagger=-\eta$, then $H(s)=U H(0) U^\dagger$ obeys $dH/ds=[\eta,H]$. The generator $\eta$ still has to be chosen. Take a fixed Hermitian matrix $N$, for instance a diagonal one, and set $\eta=[N,H]$. Does $H$ then move towards alignment with $N$, and where can it stop?

Some flow-equation methods for many-body Hamiltonians use generators of this commutator type, while others choose $\eta$ differently; the results here concern finite matrices and an $N$ that does not change with $s$.

## The generator and the flow

The basis states are labelled by a finite type `n`, and operators are complex matrices over it.

In Lean 4 with Mathlib:

```lean
import Mathlib

open Matrix
open scoped ComplexOrder

namespace DoubleBracketFlow

noncomputable section

variable {n : Type*} [Fintype n]
```

The generator is $\eta=[N,H]=NH-HN$.

```lean
/-- The generator `η = [N, H]` of the double-bracket flow. -/
def generator (N H : Matrix n n ℂ) : Matrix n n ℂ := N * H - H * N
```

The velocity of the flow is $[\eta,H]=\eta H-H\eta$.

```lean
/-- The double bracket `[η, H] = [[N, H], H]`, the velocity of the flow at `H`. -/
def doubleBracket (N H : Matrix n n ℂ) : Matrix n n ℂ :=
  generator N H * H - H * generator N H
```

A solution is a matrix function of real $s$ with $dH_{ij}/ds=[\eta,H]_{ij}$ for all $i,j$ and all $s$.

```lean
/-- A matrix function `H(s)` solves the flow equation `dH/ds = [[N, H], H]`, entry by entry. -/
def IsFlow (N : Matrix n n ℂ) (H : ℝ → Matrix n n ℂ) : Prop :=
  ∀ s i j, HasDerivAt (fun t => H t i j) (doubleBracket N (H s) i j) s
```

Differentiating entry by entry means that no matrix norm has to be chosen. `IsFlow` asks for a solution on the whole real line and does not itself require $N$ or $H(s)$ to be Hermitian.

## Symmetry of the two brackets

For Hermitian $N$ and $H$, the adjoint reverses each product:
$$\eta^\dagger=(NH-HN)^\dagger=HN-NH=-\eta .$$

```lean
/-- For Hermitian `N` and `H` the generator `η = [N, H]` is anti-Hermitian. -/
theorem generator_antiHermitian {N H : Matrix n n ℂ} (hN : N.IsHermitian)
    (hH : H.IsHermitian) : (generator N H)ᴴ = -generator N H := by
  simp only [generator, conjTranspose_sub, conjTranspose_mul, hN.eq, hH.eq, neg_sub]
```

The superscript `ᴴ` is the conjugate transpose. With $\eta^\dagger=-\eta$,
$$[\eta,H]^\dagger=H\eta^\dagger-\eta^\dagger H=-H\eta+\eta H=[\eta,H],$$
so the velocity is Hermitian.

```lean
/-- For Hermitian `N` and `H` the double bracket `[η, H]` is Hermitian. -/
theorem doubleBracket_isHermitian {N H : Matrix n n ℂ} (hN : N.IsHermitian)
    (hH : H.IsHermitian) : (doubleBracket N H).IsHermitian := by
  unfold Matrix.IsHermitian doubleBracket
  rw [conjTranspose_sub, conjTranspose_mul, conjTranspose_mul,
    generator_antiHermitian hN hH, hH.eq, mul_neg, neg_mul]
  abel
```

## Two trace identities

Cyclicity of the trace gives
$$\mathrm{tr}(H[\eta,H])=\mathrm{tr}(H\eta H)-\mathrm{tr}(HH\eta)=0 .$$
This holds for any square matrices $N$ and $H$.

```lean
/-- The velocity of the flow is trace-orthogonal to `H`: `tr(H [η, H]) = 0`. -/
theorem trace_mul_doubleBracket (N H : Matrix n n ℂ) :
    trace (H * doubleBracket N H) = 0 := by
  rw [doubleBracket, mul_sub, trace_sub, ← mul_assoc, ← mul_assoc,
    trace_mul_cycle H (generator N H) H, sub_self]
```

With $N$ in front, the same cyclic move leaves a remainder. For Hermitian $N$ and $H$,
$$\mathrm{tr}(N[\eta,H])=\mathrm{tr}(N\eta H)-\mathrm{tr}(NH\eta)=\mathrm{tr}\big((HN-NH)\eta\big)=\mathrm{tr}(\eta^\dagger\eta).$$

```lean
/-- For Hermitian `N` and `H`, `tr(N [η, H]) = tr(η† η)`. -/
theorem trace_target_mul_doubleBracket {N H : Matrix n n ℂ} (hN : N.IsHermitian)
    (hH : H.IsHermitian) :
    trace (N * doubleBracket N H) = trace ((generator N H)ᴴ * generator N H) := by
  have hη : (generator N H)ᴴ = H * N - N * H := by
    rw [generator_antiHermitian hN hH, generator, neg_sub]
  -- cyclicity moves the last factor `H` to the front
  rw [hη, doubleBracket, mul_sub, trace_sub, ← mul_assoc, ← mul_assoc,
    trace_mul_cycle N (generator N H) H, sub_mul, trace_sub]
```

In both proofs `trace_mul_cycle` is the cyclic move. The right-hand side is a sum of squares, since for any matrix $A$
$$\mathrm{tr}(A^\dagger A)=\sum_{i,j}\overline{A_{ji}}\,A_{ji}=\sum_{i,j}|A_{ji}|^2 .$$

```lean
/-- `tr(A† A)` is the sum of the squared moduli of the entries of `A`. -/
theorem trace_adjoint_mul_self (A : Matrix n n ℂ) :
    trace (Aᴴ * A) = ((∑ i, ∑ j, ‖A j i‖ ^ 2 : ℝ) : ℂ) := by
  simp only [trace, diag_apply, mul_apply, conjTranspose_apply]
  push_cast
  exact Finset.sum_congr rfl fun i _ => Finset.sum_congr rfl fun j _ =>
    Complex.conj_mul' (A j i)
```

Put $A=\eta$. The sum is nonnegative, and it vanishes only if every $\eta_{ji}$ is zero, which means $NH=HN$. Conversely, if $N$ and $H$ commute then $\eta=0$ and the trace vanishes.

```lean
/-- For Hermitian `N` and `H`, `tr(N [η, H])` is real and nonnegative, and it vanishes
exactly when `N` and `H` commute. -/
theorem trace_nonneg_and_eq_zero_iff {N H : Matrix n n ℂ} (hN : N.IsHermitian)
    (hH : H.IsHermitian) :
    0 ≤ trace (N * doubleBracket N H) ∧
      (trace (N * doubleBracket N H) = 0 ↔ N * H = H * N) := by
  rw [trace_target_mul_doubleBracket hN hH, trace_adjoint_mul_self]
  have hpos : ∀ i, 0 ≤ ∑ j, ‖generator N H j i‖ ^ 2 :=
    fun i => Finset.sum_nonneg fun j _ => sq_nonneg _
  refine ⟨Complex.zero_le_real.2 (Finset.sum_nonneg fun i _ => hpos i), ?_, ?_⟩
  · intro h
    have h0 := Complex.ofReal_eq_zero.1 h
    -- a vanishing sum of squares forces every entry of `η` to vanish
    have hη : generator N H = 0 := by
      ext j i
      have h1 := (Finset.sum_eq_zero_iff_of_nonneg fun i _ => hpos i).1 h0 i
        (Finset.mem_univ i)
      have h2 := (Finset.sum_eq_zero_iff_of_nonneg
        fun j _ => sq_nonneg ‖generator N H j i‖).1 h1 j (Finset.mem_univ j)
      exact norm_eq_zero.1 (pow_eq_zero_iff two_ne_zero |>.1 h2)
    exact sub_eq_zero.1 hη
  · intro h
    have hη : generator N H = 0 := sub_eq_zero.2 h
    simp [hη]
```

The trace is a complex number, and `0 ≤` between complex numbers says that it is real and nonnegative. The equality case applies `Finset.sum_eq_zero_iff_of_nonneg` twice, once for each index of the sum.

## Where the flow stops

If $[\eta,H]=0$, then $\mathrm{tr}(N[\eta,H])=0$, and the equality case gives $NH=HN$. If $NH=HN$, then $\eta=0$ and the velocity is zero.

```lean
/-- For Hermitian `N` and `H`, the flow is stationary at `H` exactly when `H` commutes
with `N`. -/
theorem stationary_iff_commute {N H : Matrix n n ℂ} (hN : N.IsHermitian)
    (hH : H.IsHermitian) : doubleBracket N H = 0 ↔ N * H = H * N := by
  constructor
  · intro h
    exact (trace_nonneg_and_eq_zero_iff hN hH).2.1 (by rw [h, mul_zero, trace_zero])
  · intro h
    have hη : generator N H = 0 := sub_eq_zero.2 h
    rw [doubleBracket, hη, zero_mul, mul_zero, sub_zero]
```

When $N$ is diagonal with distinct diagonal entries, commuting with $N$ means being diagonal, so the stationary Hermitian matrices are then the diagonal ones.

## Conserved moments

Derivatives of products are needed next. From $(AB)_{ij}=\sum_k A_{ik}B_{kj}$,
$$\frac{d}{ds}(AB)_{ij}=(A'B+AB')_{ij}.$$

```lean
/-- The product rule for matrix functions, entry by entry. -/
theorem hasDerivAt_mul_entry {A B : ℝ → Matrix n n ℂ} {A' B' : Matrix n n ℂ} {s : ℝ}
    (hA : ∀ i j, HasDerivAt (fun t => A t i j) (A' i j) s)
    (hB : ∀ i j, HasDerivAt (fun t => B t i j) (B' i j) s) (i j : n) :
    HasDerivAt (fun t => (A t * B t) i j) ((A' * B s + A s * B') i j) s := by
  simp only [Matrix.add_apply, Matrix.mul_apply, ← Finset.sum_add_distrib]
  exact HasDerivAt.fun_sum fun k _ => (hA i k).fun_mul (hB k j)
```

Now let $H(s)$ solve the flow. The claim is $d(H^m)/ds=[\eta,H^m]$. For $m=0$ both sides vanish. If it holds for $m$, then
$$\frac{d}{ds}H^{m+1}=[\eta,H^m]H+H^m[\eta,H]=\eta H^{m+1}-H^{m+1}\eta .$$
The trace of a commutator is zero, so $d\,\mathrm{tr}(H^k)/ds=0$ and $\mathrm{tr}(H(s)^k)=\mathrm{tr}(H(0)^k)$.

```lean
/-- Along the flow every spectral moment `tr(H^k)` keeps its initial value. -/
theorem moment_conserved [DecidableEq n] {N : Matrix n n ℂ} {H : ℝ → Matrix n n ℂ}
    (hF : IsFlow N H) (k : ℕ) (s : ℝ) : trace (H s ^ k) = trace (H 0 ^ k) := by
  -- each power obeys `d(H^k)/ds = [η, H^k]`
  have hpow : ∀ (m : ℕ) (s : ℝ) (i j : n), HasDerivAt (fun t => (H t ^ m) i j)
      ((generator N (H s) * H s ^ m - H s ^ m * generator N (H s)) i j) s := by
    intro m s
    induction m with
    | zero =>
      intro i j
      simp only [pow_zero, mul_one, one_mul, sub_self]
      exact hasDerivAt_const s _
    | succ m ih =>
      intro i j
      have h := hasDerivAt_mul_entry ih (hF s) i j
      have e : generator N (H s) * (H s ^ m * H s) - H s ^ m * H s * generator N (H s)
          = (generator N (H s) * H s ^ m - H s ^ m * generator N (H s)) * H s
            + H s ^ m * doubleBracket N (H s) := by
        simp only [doubleBracket, mul_sub, sub_mul, mul_assoc]
        abel
      simp only [pow_succ]
      rw [e]
      exact h
  have hd : ∀ s, HasDerivAt (fun t => trace (H t ^ k)) 0 s := by
    intro s
    have h : HasDerivAt (fun t => trace (H t ^ k))
        (trace (generator N (H s) * H s ^ k - H s ^ k * generator N (H s))) s := by
      simp only [Matrix.trace, Matrix.diag_apply]
      exact HasDerivAt.fun_sum fun i _ => hpow k s i i
    exact h.congr_deriv (by rw [trace_sub, trace_mul_comm, sub_self])
  exact is_const_of_deriv_eq_zero (fun s => (hd s).differentiableAt)
    (fun s => (hd s).deriv) s 0
```

The induction is `hpow`, with the algebra of the inductive step in `e`; `hd` takes the trace, and `is_const_of_deriv_eq_zero` turns the vanishing derivative into constancy. Hermiticity is not used. The argument works with the moments directly and constructs no unitary $U(s)$. Physically, the moments carry the spectrum: together they fix the eigenvalues with their multiplicities.

## Growing overlap with N

Since $N$ is constant, the product rule and the sum of squares give
$$\frac{d}{ds}\mathrm{tr}(NH)=\mathrm{tr}(N[\eta,H])=\mathrm{tr}(\eta^\dagger\eta)\ge 0 .$$

```lean
/-- For Hermitian `N`, the overlap `tr(N H)` never decreases along a Hermitian solution
of the flow. -/
theorem overlap_monotone {N : Matrix n n ℂ} {H : ℝ → Matrix n n ℂ} (hN : N.IsHermitian)
    (hH : ∀ s, (H s).IsHermitian) (hF : IsFlow N H) :
    Monotone fun s => (trace (N * H s)).re := by
  have hd : ∀ s, HasDerivAt (fun t => (trace (N * H t)).re)
      (trace (N * doubleBracket N (H s))).re s := by
    intro s
    have h : HasDerivAt (fun t => trace (N * H t))
        (trace (0 * H s + N * doubleBracket N (H s))) s := by
      simp only [Matrix.trace, Matrix.diag_apply]
      exact HasDerivAt.fun_sum fun i _ => hasDerivAt_mul_entry (A := fun _ => N) (A' := 0)
        (fun i j => hasDerivAt_const s (N i j)) (hF s) i i
    rw [zero_mul, zero_add] at h
    exact Complex.reCLM.hasFDerivAt.comp_hasDerivAt s h
  refine monotone_of_deriv_nonneg (fun s => (hd s).differentiableAt) fun s => ?_
  rw [(hd s).deriv]
  exact (Complex.le_def.1 (trace_nonneg_and_eq_zero_iff hN (hH s)).1).1
```

The theorem speaks of the real part because monotonicity is stated for a real function; for Hermitian $N$ and $H$ the trace is real anyway. That $H(s)$ is Hermitian at every $s$ is a hypothesis here. It follows from a Hermitian $H(0)$, because $H(s)^\dagger$ solves the same equation and solutions with a given initial value are unique, but that step is not proved in the code. Monotone growth also leaves open whether a solution exists for a given $H(0)$ and whether it converges.

## A two-level solution

For $N=\sigma_z$, consider
$$H(s)=\tanh(4s)\,\sigma_z+\mathrm{sech}(4s)\,\sigma_x .$$

```lean
/-- The two-level matrix `H(s) = tanh(4s) σ_z + sech(4s) σ_x`. -/
def twoLevel (s : ℝ) : Matrix (Fin 2) (Fin 2) ℂ :=
  !![((Real.sinh (4 * s) / Real.cosh (4 * s) : ℝ) : ℂ), ((1 / Real.cosh (4 * s) : ℝ) : ℂ);
    ((1 / Real.cosh (4 * s) : ℝ) : ℂ), -((Real.sinh (4 * s) / Real.cosh (4 * s) : ℝ) : ℂ)]
```

Write $H=z\sigma_z+x\sigma_x$ with real $z$ and $x$. Then $\eta=[\sigma_z,H]=2ix\,\sigma_y$, and
$$[\eta,H]=4x^2\,\sigma_z-4xz\,\sigma_x .$$
The flow reduces to $z'=4x^2$ and $x'=-4xz$. With $z=\tanh(4s)$ and $x=\mathrm{sech}(4s)$ one has $z'=4\,\mathrm{sech}^2(4s)$ and $x'=-4\,\mathrm{sech}(4s)\tanh(4s)$, as required.

```lean
/-- The matrix `tanh(4s) σ_z + sech(4s) σ_x` is Hermitian for every `s` and solves the
double-bracket flow with `N = σ_z`. -/
theorem twoLevel_witness :
    (∀ s, (twoLevel s).IsHermitian) ∧ IsFlow !![1, 0; 0, -1] twoLevel := by
  have hherm : ∀ z x : ℝ, (!![(z : ℂ), (x : ℂ); (x : ℂ), -(z : ℂ)]).IsHermitian := by
    intro z x
    ext i j
    fin_cases i <;> fin_cases j <;> simp
  have hD : ∀ z x : ℂ, doubleBracket !![1, 0; 0, -1] !![z, x; x, -z]
      = !![4 * x ^ 2, -4 * x * z; -4 * x * z, -(4 * x ^ 2)] := by
    intro z x
    ext i j
    fin_cases i <;> fin_cases j <;>
      simp [doubleBracket, generator] <;> ring
  refine ⟨fun s => hherm _ _, fun s i j => ?_⟩
  have hc : Real.cosh (4 * s) ≠ 0 := (Real.cosh_pos _).ne'
  have hl : HasDerivAt (fun t : ℝ => 4 * t) 4 s := by
    simpa using (hasDerivAt_id' s).const_mul (4 : ℝ)
  -- the scalar equations `z' = 4 x²` and `x' = -4 x z`
  have hz : HasDerivAt (fun t : ℝ => Real.sinh (4 * t) / Real.cosh (4 * t))
      (4 * (1 / Real.cosh (4 * s)) ^ 2) s := by
    refine (hl.sinh.fun_div hl.cosh hc).congr_deriv ?_
    have h1 : (1 / Real.cosh (4 * s)) ^ 2 * Real.cosh (4 * s) ^ 2 = 1 := by
      rw [← mul_pow, one_div_mul_cancel hc, one_pow]
    rw [div_eq_iff (pow_ne_zero 2 hc)]
    linear_combination 4 * Real.cosh_sq (4 * s) - 4 * h1
  have hx : HasDerivAt (fun t : ℝ => 1 / Real.cosh (4 * t))
      (-4 * (1 / Real.cosh (4 * s)) * (Real.sinh (4 * s) / Real.cosh (4 * s))) s :=
    ((hasDerivAt_const s (1 : ℝ)).fun_div hl.cosh hc).congr_deriv (by ring)
  have a := hz.ofReal_comp.congr_deriv
    (g' := 4 * ((1 / Real.cosh (4 * s) : ℝ) : ℂ) ^ 2) (by simp)
  have b := hx.ofReal_comp.congr_deriv
    (g' := -4 * ((1 / Real.cosh (4 * s) : ℝ) : ℂ)
      * ((Real.sinh (4 * s) / Real.cosh (4 * s) : ℝ) : ℂ)) (by simp)
  rw [show doubleBracket !![1, 0; 0, -1] (twoLevel s) = _ from hD _ _]
  fin_cases i <;> fin_cases j
  · exact a
  · exact b
  · exact b
  · exact a.fun_neg

end

end DoubleBracketFlow
```

Here `hherm` checks Hermiticity, `hD` computes the double bracket for general $z$ and $x$, and `hz` and `hx` are the two scalar equations; the last lines match them to the four matrix entries. The solution passes through $\sigma_x$ at $s=0$ and approaches $\sigma_z$ as $s$ grows. Its eigenvalues stay at $\pm1$ because $z^2+x^2=1$, while the overlap $\mathrm{tr}(NH)=2\tanh(4s)$ rises throughout.

```lean
#print axioms DoubleBracketFlow.doubleBracket_isHermitian
#print axioms DoubleBracketFlow.stationary_iff_commute
#print axioms DoubleBracketFlow.moment_conserved
#print axioms DoubleBracketFlow.overlap_monotone
```

```
'DoubleBracketFlow.doubleBracket_isHermitian' depends on axioms: [propext, Classical.choice, Quot.sound]
'DoubleBracketFlow.stationary_iff_commute' depends on axioms: [propext, Classical.choice, Quot.sound]
'DoubleBracketFlow.moment_conserved' depends on axioms: [propext, Classical.choice, Quot.sound]
'DoubleBracketFlow.overlap_monotone' depends on axioms: [propext, Classical.choice, Quot.sound]
```
